# Expanding a coefficient vector in a complete set of orbitals orthonormal in the overlap metric

In a finite basis with real overlap matrix `S`, let the columns of a square matrix `C` be orbitals orthonormal in the metric `S`, so that CᵀSC = 1. The lemma `orbital_expansion` states that every real coefficient vector `v`, normalised or not, is the sum of these orbitals, each weighted by its overlap cᵢᵀSv with `v`. The attempt first proves the matrix form of this, CCᵀSv = v, by turning the orthonormality condition round into C(CᵀS) = 1, which is allowed because the matrices are square. It then reads off each component as a sum over orbitals.

As first written in Lean, the proof fails:

```lean
import Mathlib

open Matrix

namespace OrbitalExpansion

variable {n : Type*} [Fintype n] [DecidableEq n]

/-- Completeness: if the columns of a square `C` are orthonormal in the metric `S`, every
coefficient vector `v` is the sum of the orbitals weighted by their overlaps with `v`. -/
theorem orbital_expansion {S C : Matrix n n ℝ} (hC : Cᵀ * S * C = 1) (v : n → ℝ) :
    v = ∑ i, (Cᵀ i ⬝ᵥ S *ᵥ v) • Cᵀ i := by
  have h : C *ᵥ (Cᵀ *ᵥ (S *ᵥ v)) = v := by
    rw [Matrix.mulVec_mulVec, Matrix.mulVec_mulVec, mul_eq_one_comm.mp hC, Matrix.one_mulVec]
  ext k
  calc v k = (C *ᵥ (Cᵀ *ᵥ (S *ᵥ v))) k := (congrFun h k).symm
    _ = ∑ i, C k i * (Cᵀ i ⬝ᵥ S *ᵥ v) := rfl
    _ = _ := by
      rw [Finset.sum_apply]
      exact Finset.sum_congr rfl fun i _ => mul_comm _ _

end OrbitalExpansion
```

Lean reports:

```
Main.lean:14:52: error: Tactic `rewrite` failed: Did not find an occurrence of the pattern
  C * (Cᵀ * S)
in the target expression
  (C * Cᵀ * S) *ᵥ v = v

n : Type u_1
inst✝¹ : Fintype n
inst✝ : DecidableEq n
S C : Matrix n n ℝ
hC : Cᵀ * S * C = 1
v : n → ℝ
⊢ (C * Cᵀ * S) *ᵥ v = v
```

Cause. The error is one of bracketing. The two rewrites with `Matrix.mulVec_mulVec` gather the successive matrix-vector products into a single matrix acting on `v`, and they leave that matrix as `C * Cᵀ * S`, which Lean reads as `(C * Cᵀ) * S`. The hypothesis `hC` has the product `Cᵀ * S` as its left factor, so `mul_eq_one_comm.mp hC` says that `C * (Cᵀ * S) = 1`. The two products are equal by associativity, but `rw` looks for the pattern as it is written and does not regroup factors by itself, so it finds no occurrence.

The repair puts `Matrix.mul_assoc` before that step. This turns the matrix in the goal into `C * (Cᵀ * S)`, which the next rewrite replaces by `1`, and `Matrix.one_mulVec` then reduces the left side to `v`. The new line break in the `rw` list is only layout.

After these edits no error is left:

```diff
@@ -12,5 +12,6 @@
     v = ∑ i, (Cᵀ i ⬝ᵥ S *ᵥ v) • Cᵀ i := by
   have h : C *ᵥ (Cᵀ *ᵥ (S *ᵥ v)) = v := by
-    rw [Matrix.mulVec_mulVec, Matrix.mulVec_mulVec, mul_eq_one_comm.mp hC, Matrix.one_mulVec]
+    rw [Matrix.mulVec_mulVec, Matrix.mulVec_mulVec, Matrix.mul_assoc, mul_eq_one_comm.mp hC,
+      Matrix.one_mulVec]
   ext k
   calc v k = (C *ᵥ (Cᵀ *ᵥ (S *ᵥ v))) k := (congrFun h k).symm
```
